# Quadratic Majorana operators of antisymmetric matrices represent so(n)

In a simulation of non-interacting fermions, the Heisenberg equation for a Majorana operator needs its commutator with a quadratic Hamiltonian. That commutator can be computed with an \(n\times n\) coefficient matrix, where \(n\) is the number of Majorana operators, instead of with matrices on the exponentially large Fock space. Commutators of two quadratic operators reduce in the same way, provided that one coefficient matrix is antisymmetric.

## Generators and quadratic operators

The operators live in a real associative algebra `R` with unit, and a finite type `ι` labels the generators. Complex matrices qualify, since they can be multiplied by real numbers.

```lean
import Mathlib

open Matrix

namespace MajoranaSpinor

noncomputable section

variable {ι R : Type*} [Fintype ι] [DecidableEq ι] [Ring R] [Algebra ℝ R]
```

The generators \(g_i\) satisfy

\[
g_i g_j + g_j g_i = 2\delta_{ij},
\]

so \(g_i^2=1\); some texts normalise the square to \(1/2\). The predicate `IsMajorana` states this relation alone and does not require the generators to be Hermitian.

```lean
/-- Majorana generators: each squares to one and different ones anticommute,
written as `g i * g j + g j * g i = 2 δ_ij`. -/
def IsMajorana (g : ι → R) : Prop :=
  ∀ i j, g i * g j + g j * g i = (if i = j then (2 : ℝ) else 0) • (1 : R)
```

A real matrix \(A\) defines

\[
Q(A)=\tfrac14\sum_{ij}A_{ij}\,g_i g_j ,
\]

written `quad g A`, where `•` is multiplication by a real number. For Hermitian generators and antisymmetric \(A\), \(Q(A)\) is anti-Hermitian, and the physical Hamiltonian is \(H=iQ(A)\). The passage from the commutators below to time evolution under \(H\) is left to the reader's quantum mechanics.

```lean
/-- The quadratic operator `Q(A) = (1/4) ∑ A_ij g_i g_j` of a real matrix `A`. -/
def quad (g : ι → R) (A : Matrix ι ι ℝ) : R :=
  (1 / 4 : ℝ) • ∑ i, ∑ j, A i j • (g i * g j)
```

## Generators transform as a vector

Adding and subtracting \(g_i g_k g_j\) gives

\[
[g_i g_j,g_k]=g_i\{g_j,g_k\}-\{g_i,g_k\}g_j
=2\delta_{jk}g_i-2\delta_{ik}g_j .
\]

In Lean, `noncomm_ring` checks the regrouping, and the Majorana relation then replaces both anticommutators.

```lean
variable {g : ι → R}

omit [Fintype ι] in
/-- The commutator of a product of two Majorana generators with a third generator
is linear in the generators. -/
theorem commutator_pair (hg : IsMajorana g) (i j k : ι) :
    g i * g j * g k - g k * (g i * g j) =
      (if j = k then (2 : ℝ) else 0) • g i - (if i = k then (2 : ℝ) else 0) • g j := by
  calc g i * g j * g k - g k * (g i * g j)
      = g i * (g j * g k + g k * g j) - (g i * g k + g k * g i) * g j := by noncomm_ring
    _ = _ := by
      rw [hg j k, hg i k, mul_smul_comm, smul_mul_assoc, mul_one, one_mul]
```

Now let \(A^T=-A\). Summing over pairs gives

\[
[Q(A),g_k]=\tfrac12\sum_i A_{ik}g_i-\tfrac12\sum_j A_{kj}g_j=\sum_i A_{ik}g_i ,
\]

because \(A_{kj}=-A_{jk}\). The two Kronecker deltas are summed separately in `h1` and `h2`; antisymmetry enters in `h2`.

This law does not extend to all real matrices. Take one generator and \(A=(1)\): then \(Q(A)=1/4\) commutes with \(g_1\), whereas the right-hand side is \(g_1\), which is nonzero whenever \(1\neq0\) in the algebra.

```lean
/-- For antisymmetric `A`, the commutator with `Q(A)` acts on the Majorana generators
as the matrix `A`: `[Q(A), g_k] = ∑ A_ik g_i`. -/
theorem commutator_generator (hg : IsMajorana g) {A : Matrix ι ι ℝ} (hA : Aᵀ = -A) (k : ι) :
    quad g A * g k - g k * quad g A = ∑ i, A i k • g i := by
  have hA' : ∀ i j, A i j = -A j i := fun i j => by
    simpa using congrFun (congrFun hA j) i
  -- by antisymmetry the two Kronecker-delta sums are opposite; the commutator subtracts them
  have h1 : ∑ i, ∑ j, A i j • ((if j = k then (2 : ℝ) else 0) • g i) =
      (2 : ℝ) • ∑ i, A i k • g i := by
    rw [Finset.smul_sum]
    refine Finset.sum_congr rfl fun i _ => ?_
    rw [Finset.sum_eq_single k]
    · rw [if_pos rfl, smul_comm]
    · intro j _ hj
      simp [hj]
    · simp
  have h2 : ∑ i, ∑ j, A i j • ((if i = k then (2 : ℝ) else 0) • g j) =
      (-2 : ℝ) • ∑ i, A i k • g i := by
    rw [Finset.sum_eq_single k]
    · rw [Finset.smul_sum]
      refine Finset.sum_congr rfl fun j _ => ?_
      rw [if_pos rfl, hA' k j]
      module
    · intro i _ hi
      simp [hi]
    · simp
  calc quad g A * g k - g k * quad g A
      = (1 / 4 : ℝ) • ∑ i, ∑ j, A i j • (g i * g j * g k - g k * (g i * g j)) := by
        simp only [quad, smul_mul_assoc, mul_smul_comm, Finset.sum_mul, Finset.mul_sum,
          smul_sub, Finset.sum_sub_distrib]
    _ = _ := by
        simp only [commutator_pair hg, smul_sub, Finset.sum_sub_distrib]
        rw [h1, h2]
        module
```

## Commutators of quadratic operators

For any operator \(X\), the product rule \([X,g_kg_l]=[X,g_k]g_l+g_k[X,g_l]\) gives

\[
[X,Q(B)]=\tfrac14\sum_{kl}B_{kl}\bigl([X,g_k]g_l+g_k[X,g_l]\bigr).
\]

```lean
omit [DecidableEq ι] in
/-- Leibniz rule: the commutator of any operator `X` with `Q(B)` is found by commuting `X`
with each generator in turn. -/
theorem commutator_leibniz (g : ι → R) (X : R) (B : Matrix ι ι ℝ) :
    X * quad g B - quad g B * X = (1 / 4 : ℝ) • ∑ k, ∑ l, B k l •
      ((X * g k - g k * X) * g l + g k * (X * g l - g l * X)) := by
  have h : ∀ k l, (X * g k - g k * X) * g l + g k * (X * g l - g l * X) =
      X * (g k * g l) - g k * g l * X := fun k l => by noncomm_ring
  simp only [h, quad, smul_mul_assoc, mul_smul_comm, Finset.sum_mul, Finset.mul_sum,
    smul_sub, Finset.sum_sub_distrib]
```

Set \(X=Q(A)\) and insert the vector law:

\[
[Q(A),Q(B)]=\tfrac14\sum_{kl}B_{kl}\Bigl(\sum_iA_{ik}\,g_ig_l+\sum_iA_{il}\,g_kg_i\Bigr).
\]

In the first term, \(\sum_kA_{ik}B_{kl}=(AB)_{il}\). In the second, \(\sum_lB_{kl}A_{il}=-\sum_lB_{kl}A_{li}=-(BA)_{ki}\). Hence

\[
[Q(A),Q(B)]=Q(AB-BA).
\]

The derivation uses the antisymmetry of \(A\) and assumes nothing about the real matrix \(B\). The steps `h1` and `h2` carry out these two contractions by exchanging the order of summation.

```lean
/-- Quadratic Majorana operators close under commutation: `[Q(A), Q(B)] = Q(AB - BA)`
for antisymmetric `A` and any real matrix `B`. -/
theorem commutator_quad (hg : IsMajorana g) {A : Matrix ι ι ℝ} (hA : Aᵀ = -A)
    (B : Matrix ι ι ℝ) :
    quad g A * quad g B - quad g B * quad g A = quad g (A * B - B * A) := by
  have hA' : ∀ i j, A i j = -A j i := fun i j => by
    simpa using congrFun (congrFun hA j) i
  -- rotating the first generator produces the product `A B`
  have h1 : ∑ k, ∑ l, B k l • ((∑ i, A i k • g i) * g l) =
      ∑ i, ∑ l, (A * B) i l • (g i * g l) := by
    simp only [Matrix.mul_apply, Finset.sum_mul, Finset.smul_sum, Finset.sum_smul,
      smul_mul_assoc, smul_smul]
    conv_lhs => rw [Finset.sum_comm]
    conv_rhs => rw [Finset.sum_comm]
    refine Finset.sum_congr rfl fun l _ => ?_
    conv_lhs => rw [Finset.sum_comm]
    refine Finset.sum_congr rfl fun i _ => Finset.sum_congr rfl fun k _ => ?_
    rw [mul_comm]
  -- rotating the second generator produces `-B A`
  have h2 : ∑ k, ∑ l, B k l • (g k * ∑ i, A i l • g i) =
      -∑ k, ∑ i, (B * A) k i • (g k * g i) := by
    simp only [Matrix.mul_apply, Finset.mul_sum, Finset.smul_sum, Finset.sum_smul,
      mul_smul_comm, smul_smul]
    rw [← Finset.sum_neg_distrib]
    refine Finset.sum_congr rfl fun k _ => ?_
    conv_lhs => rw [Finset.sum_comm]
    rw [← Finset.sum_neg_distrib]
    refine Finset.sum_congr rfl fun i _ => ?_
    rw [← Finset.sum_neg_distrib]
    refine Finset.sum_congr rfl fun l _ => ?_
    rw [hA' i l]
    module
  rw [commutator_leibniz]
  simp only [commutator_generator hg hA, smul_add, Finset.sum_add_distrib]
  rw [h1, h2]
  simp only [quad, Matrix.sub_apply, sub_smul, Finset.sum_sub_distrib]
  module
```

## The spinor representation

Mathlib's `LieAlgebra.Orthogonal.so ι ℝ` consists of the antisymmetric real matrices, with bracket \(AB-BA\). On it, `spinorRep` is the linear map \(A\mapsto Q(A)\), and `spinorRep_lie` says that the bracket becomes the operator commutator. The values are elements of `R`; they act on spinors once `R` is realised as matrices. Irreducibility is not claimed.

```lean
/-- The linear map on so(n) that sends an antisymmetric real matrix `A` to the operator
`Q(A)` built from the family `g`. -/
def spinorRep (g : ι → R) : LieAlgebra.Orthogonal.so ι ℝ →ₗ[ℝ] R where
  toFun A := quad g A.1
  map_add' A B := by
    show quad g (A.1 + B.1) = quad g A.1 + quad g B.1
    simp only [quad, Matrix.add_apply, add_smul, Finset.sum_add_distrib, smul_add]
  map_smul' c A := by
    show quad g (c • A.1) = c • quad g A.1
    simp only [quad, Matrix.smul_apply, smul_eq_mul, mul_smul, ← Finset.smul_sum]
    exact smul_comm _ _ _
/-- For Majorana generators the map `A ↦ Q(A)` is a representation of so(n): it sends the
Lie bracket to the commutator of operators. -/
theorem spinorRep_lie (hg : IsMajorana g) (A B : LieAlgebra.Orthogonal.so ι ℝ) :
    spinorRep g ⁅A, B⁆ =
      spinorRep g A * spinorRep g B - spinorRep g B * spinorRep g A :=
  (commutator_quad hg ((LieAlgebra.Orthogonal.mem_so _ _ _).1 A.2) B.1).symm
```

The map is also faithful if \(1\neq0\) in `R`. Suppose \(Q(A)=Q(B)\) with both matrices antisymmetric. Commuting with \(g_k\) gives

\[
\sum_iA_{ik}g_i=\sum_iB_{ik}g_i .
\]

The anticommutator with \(g_j\) turns this into \(2A_{jk}\,1=2B_{jk}\,1\), so \(A_{jk}=B_{jk}\). The local fact `key` performs this read-off.

```lean
/-- For Majorana generators in a nontrivial algebra the spinor representation is faithful:
different antisymmetric matrices give different operators. -/
theorem spinorRep_injective [Nontrivial R] (hg : IsMajorana g) :
    Function.Injective (spinorRep g) := by
  intro A B h
  have hq : quad g A.1 = quad g B.1 := h
  -- the anticommutator with `g j` reads off the coefficient of `g j`
  have key : ∀ (c : ι → ℝ) (j : ι),
      (∑ i, c i • g i) * g j + g j * (∑ i, c i • g i) = algebraMap ℝ R (2 * c j) := by
    intro c j
    rw [Finset.sum_mul, Finset.mul_sum, ← Finset.sum_add_distrib, Finset.sum_eq_single j]
    · rw [smul_mul_assoc, mul_smul_comm, ← smul_add, hg j j, if_pos rfl, smul_smul,
        Algebra.algebraMap_eq_smul_one, mul_comm]
    · intro i _ hi
      rw [smul_mul_assoc, mul_smul_comm, ← smul_add, hg i j, if_neg hi, zero_smul, smul_zero]
    · simp
  apply Subtype.ext
  ext j k
  have hk : ∑ i, A.1 i k • g i = ∑ i, B.1 i k • g i := by
    rw [← commutator_generator hg ((LieAlgebra.Orthogonal.mem_so _ _ _).1 A.2) k,
      ← commutator_generator hg ((LieAlgebra.Orthogonal.mem_so _ _ _).1 B.2) k, hq]
  have h2 : algebraMap ℝ R (2 * A.1 j k) = algebraMap ℝ R (2 * B.1 j k) := by
    rw [← key (fun i => A.1 i k) j, ← key (fun i => B.1 i k) j, hk]
  have h3 := (algebraMap ℝ R).injective h2
  linarith
```

## Half angles

Let \(E_{ab}\) be the matrix with a single 1 at position \((a,b)\), `Matrix.single a b 1` in Lean. For \(a\neq b\),

\[
Q(E_{ab}-E_{ba})=\tfrac14(g_ag_b-g_bg_a)=\tfrac12g_ag_b .
\]

Since \((g_ag_b)^2=-g_a^2g_b^2=-1\), this operator squares to \(-\tfrac14\). In a matrix algebra, summing the exponential series, a step taken here in prose only, gives \(e^{\theta g_ag_b/2}=\cos\tfrac\theta2+g_ag_b\sin\tfrac\theta2\), which equals \(-1\) at \(\theta=2\pi\).

```lean
/-- For Majorana generators and two different indices `a` and `b`, the operator `Q(E_ab - E_ba)`
equals `g_a g_b / 2`, and its square is `-1/4`. -/
theorem plane_rotation (hg : IsMajorana g) {a b : ι} (hab : a ≠ b) :
    quad g (Matrix.single a b 1 - Matrix.single b a 1) = (1 / 2 : ℝ) • (g a * g b) ∧
      quad g (Matrix.single a b 1 - Matrix.single b a 1) ^ 2 = (-1 / 4 : ℝ) • (1 : R) := by
  have hs : ∀ p q : ι, ∑ i, ∑ j, (Matrix.single p q (1 : ℝ)) i j • (g i * g j) =
      g p * g q := by
    intro p q
    rw [Finset.sum_eq_single p, Finset.sum_eq_single q]
    · simp
    · intro j _ hj
      simp [Ne.symm hj]
    · simp
    · intro i _ hi
      simp [Ne.symm hi]
    · simp
  have hanti : g b * g a = -(g a * g b) := by
    have h := hg b a
    rw [if_neg (Ne.symm hab), zero_smul] at h
    exact eq_neg_of_add_eq_zero_left h
  have hsq : ∀ c, g c * g c = 1 := by
    intro c
    have h := hg c c
    rw [if_pos rfl] at h
    calc g c * g c = (1 / 2 : ℝ) • (g c * g c + g c * g c) := by module
      _ = 1 := by rw [h, smul_smul]; norm_num
  have hQ : quad g (Matrix.single a b 1 - Matrix.single b a 1) =
      (1 / 2 : ℝ) • (g a * g b) := by
    simp only [quad, Matrix.sub_apply, sub_smul, Finset.sum_sub_distrib]
    rw [hs, hs, hanti]
    module
  refine ⟨hQ, ?_⟩
  -- moving `g a` past `g b` produces the minus sign
  have h4 : g a * g b * (g a * g b) = -1 := by
    calc g a * g b * (g a * g b) = g a * (g b * g a) * g b := by noncomm_ring
      _ = -((g a * g a) * (g b * g b)) := by rw [hanti]; noncomm_ring
      _ = -1 := by rw [hsq, hsq, one_mul]
  rw [hQ, pow_two, smul_mul_assoc, mul_smul_comm, h4]
  module
```

## Pauli matrices as an instance

The matrices \(\sigma_x,\sigma_y,\sigma_z\) square to one and anticommute pairwise, so they satisfy the relations with \(n=3\). Lean checks every entry of every pair. For \(a\neq b\), the operators \(\tfrac12\sigma_a\sigma_b\) are then, up to factors \(\pm i\), the spin-½ matrices.

```lean
/-- The three Pauli matrices are Majorana generators in the real algebra of complex
two-by-two matrices. -/
theorem isMajorana_witness :
    IsMajorana (![!![0, 1; 1, 0], !![0, -Complex.I; Complex.I, 0], !![1, 0; 0, -1]] :
      Fin 3 → Matrix (Fin 2) (Fin 2) ℂ) := by
  intro i j
  fin_cases i <;> fin_cases j <;> ext a b <;> fin_cases a <;> fin_cases b <;>
    simp <;> norm_num

end

end MajoranaSpinor
```

```lean
#print axioms MajoranaSpinor.spinorRep_lie
-- 'MajoranaSpinor.spinorRep_lie' depends on axioms: [propext, Classical.choice, Quot.sound]
#print axioms MajoranaSpinor.spinorRep_injective
-- 'MajoranaSpinor.spinorRep_injective' depends on axioms: [propext, Classical.choice, Quot.sound]
#print axioms MajoranaSpinor.plane_rotation
-- 'MajoranaSpinor.plane_rotation' depends on axioms: [propext, Classical.choice, Quot.sound]
```
